# Square roots of noisy, unbiased, nonnegative diffraction intensities are too small on average

Let $I\ge 0$ be a measured intensity with finitely many possible values, mean $J>0$ and variance $v$. Writing $E$ for the average over the noise, we have

$$0\;\le\;\sqrt J-E\sqrt I\;\le\;\frac{v}{2J^{3/2}},$$

and the left inequality is an equality exactly when $v=0$. If the same nonzero noise sits on a stronger reflection, the shortfall is strictly smaller.

Q: Where does this shortfall enter a charge density?

A: The detector records intensities, but the density is a Fourier sum whose coefficients are structure factors $F=|F|e^{i\varphi}$. In the simplest treatment, on a scale where the true intensity is $|F|^2$, one takes $\sqrt I$ as the modulus, attaches a phase $\varphi$, usually from a model, and adds the term to the sum. If $I$ is unbiased, then $J=|F|^2$, and this modulus is on average too small by $D=\sqrt J-E\sqrt I$. Treatments that estimate the modulus in another way, or fit a model density to the intensities themselves, are not covered. The shortfall can affect comparisons of densities built from $\sqrt I$ with computed electronic structures, though the result concerns only the modulus of one coefficient at a time, for nonnegative intensities with finitely many outcomes.

Q: Show me the derivation before any code.

A: Expand the square and use $EI=J$:

$$E(\sqrt I-\sqrt J)^2=J-2\sqrt J\,E\sqrt I+J=2\sqrt J\,D.$$

The left side is nonnegative and $\sqrt J>0$, so $D\ge0$. For the upper bound, factor $I-J=(\sqrt I-\sqrt J)(\sqrt I+\sqrt J)$. Since $(\sqrt I+\sqrt J)^2\ge J$,

$$J(\sqrt I-\sqrt J)^2\le(I-J)^2.$$

Averaging gives $2J^{3/2}D\le v$, which is the bound.

If $D=0$, the average of the squares $(\sqrt I-\sqrt J)^2$ is zero, so $I=J$ for every outcome of positive probability, and $v=0$. Conversely, $v=0$ squeezes $D$ between zero and zero.

Q: Give me numbers.

A: Let $I$ be 1 or 49, each with probability $1/2$. Then $J=25$ and $\sqrt J=5$, but $E\sqrt I=(1+7)/2=4$, so $D=1$. The variance is $24^2=576$, and the bound is $576/(2\cdot125)=2.304$. The identity also agrees: $2\cdot5\cdot1=10$, and the mean square scatter of the amplitudes about 5 is $(16+4)/2=10$.

The same numbers show what happens when repeated measurements are merged. Taking roots first and then averaging gives 4 from the pair 1 and 49; averaging first and then taking the root gives 5. Averaging first reduces the bias without removing it, because the merged intensity still fluctuates: for $n$ independent repeats its variance is $v/n$, and the bound shrinks by the same factor.

Q: Now the formal side. What is a random intensity in Lean?

A: A function on a finite type `ι` of outcomes, together with a weight function `p`.

```lean
import Mathlib

open Finset

namespace DiffractionAmplitudeBias

noncomputable section

variable {ι : Type*} [Fintype ι]
```

The average is the weighted sum, so `mean p I` is $J$.

```lean
/-- The average of a quantity `X` over finitely many outcomes with weights `p`. -/
def mean (p X : ι → ℝ) : ℝ := ∑ i, p i * X i
```

The variance is taken about that average with the same weights. It is the variance of the distribution, without the $n-1$ correction used for a sample.

```lean
/-- The mean square deviation of `X` from its average. -/
def variance (p X : ι → ℝ) : ℝ := ∑ i, p i * (X i - mean p X) ^ 2
```

The third definition is $D$. In statistics, bias usually means the expected estimate minus the true value, which here is $-D$; the name `amplitudeDeficit` refers to the positive quantity.

```lean
/-- The amplitude of the mean intensity minus the mean of the amplitudes `√I`. -/
def amplitudeDeficit (p I : ι → ℝ) : ℝ :=
  √(mean p I) - mean p (fun i => √(I i))
```

Q: Nothing there says that the weights are probabilities.

A: The theorems say it. The hypothesis `hp` makes the weights nonnegative, `hs` makes them sum to one, and `hI` makes every possible intensity nonnegative. The first lemma needs only the two sign conditions to conclude $J\ge0$.

```lean
/-- For nonnegative weights, a nonnegative intensity has a nonnegative mean. -/
theorem mean_nonneg {p I : ι → ℝ} (hp : ∀ i, 0 ≤ p i) (hI : ∀ i, 0 ≤ I i) :
    0 ≤ mean p I :=
  Finset.sum_nonneg fun i _ => mul_nonneg (hp i) (hI i)
```

Next comes the identity $2\sqrt J\,D=E(\sqrt I-\sqrt J)^2$. In its proof, `h` expands the square for one outcome, using $(\sqrt x)^2=x$ for $x\ge0$, and `hsum` adds up the outcomes, with `hs` turning the constant term into $J$.

```lean
/-- For a nonnegative intensity on a finite probability space, the deficit times twice the
amplitude of the mean intensity is the mean square scatter of the amplitudes about it. -/
theorem deficit_identity {p I : ι → ℝ} (hp : ∀ i, 0 ≤ p i) (hs : ∑ i, p i = 1)
    (hI : ∀ i, 0 ≤ I i) :
    2 * √(mean p I) * amplitudeDeficit p I
      = mean p (fun i => (√(I i) - √(mean p I)) ^ 2) := by
  have hJ0 := mean_nonneg hp hI
  unfold amplitudeDeficit
  obtain ⟨J, hJ⟩ : ∃ J, J = mean p I := ⟨_, rfl⟩
  rw [← hJ] at hJ0 ⊢
  -- expand the square under the average
  have h : ∀ i, p i * (√(I i) - √J) ^ 2
      = p i * I i - 2 * √J * (p i * √(I i)) + J * p i := fun i => by
    linear_combination p i * Real.sq_sqrt (hI i) + p i * Real.sq_sqrt hJ0
  have hsum : mean p (fun i => (√(I i) - √J) ^ 2)
      = mean p I - 2 * √J * mean p (fun i => √(I i)) + J := by
    simp only [mean, h, Finset.sum_add_distrib, Finset.sum_sub_distrib,
      ← Finset.mul_sum, hs, mul_one]
  rw [hsum, ← hJ]
  linear_combination 2 * Real.sq_sqrt hJ0
```

Q: And the main theorem says what you said at the start?

A: Yes, as three statements joined by "and": the lower bound, the upper bound, and the equivalence of $D=0$ with $v=0$. The extra hypothesis `hJ` is $J>0$, which keeps the denominator positive. Physically it requires a reflection with some mean intensity; a nonnegative intensity of mean zero is zero with certainty and has no bias to discuss.

```lean
/-- For a nonnegative intensity of positive mean `J` and variance `v` on a finite probability
space, the amplitude deficit lies between `0` and `v / (2 J^(3/2))`, and it vanishes exactly
when `v = 0`. -/
theorem amplitude_bias {p I : ι → ℝ} (hp : ∀ i, 0 ≤ p i) (hs : ∑ i, p i = 1)
    (hI : ∀ i, 0 ≤ I i) (hJ : 0 < mean p I) :
    0 ≤ amplitudeDeficit p I ∧
    amplitudeDeficit p I ≤ variance p I / (2 * mean p I ^ (3 / 2 : ℝ)) ∧
    (amplitudeDeficit p I = 0 ↔ variance p I = 0) := by
  have hid := deficit_identity hp hs hI
  have hr : 0 < √(mean p I) := Real.sqrt_pos.mpr hJ
  have hfac : ∀ i, I i - mean p I
      = (√(I i) - √(mean p I)) * (√(I i) + √(mean p I)) := fun i => by
    linear_combination -Real.sq_sqrt (hI i) + Real.sq_sqrt hJ.le
  have hlow : 0 ≤ amplitudeDeficit p I := by
    have h0 : 0 ≤ 2 * √(mean p I) * amplitudeDeficit p I := by
      rw [hid]
      exact mean_nonneg hp fun i => sq_nonneg _
    exact nonneg_of_mul_nonneg_right h0 (by positivity)
  have hup : amplitudeDeficit p I ≤ variance p I / (2 * mean p I ^ (3 / 2 : ℝ)) := by
    have hpow : mean p I ^ (3 / 2 : ℝ) = mean p I * √(mean p I) := by
      rw [show (3 / 2 : ℝ) = 1 + 1 / 2 by norm_num, Real.rpow_add hJ, Real.rpow_one,
        ← Real.sqrt_eq_rpow]
    -- amplitude scatter is controlled by intensity scatter
    have hsc : mean p I * mean p (fun i => (√(I i) - √(mean p I)) ^ 2)
        ≤ variance p I := by
      conv_lhs => rw [mean.eq_def p (fun i => (√(I i) - √(mean p I)) ^ 2), Finset.mul_sum]
      refine Finset.sum_le_sum fun i _ => ?_
      have h1 : mean p I ≤ (√(I i) + √(mean p I)) ^ 2 := by
        nlinarith [Real.sq_sqrt hJ.le, Real.sqrt_nonneg (I i),
          mul_nonneg (Real.sqrt_nonneg (I i)) hr.le]
      have h2 := mul_le_mul_of_nonneg_left h1
        (mul_nonneg (hp i) (sq_nonneg (√(I i) - √(mean p I))))
      rw [hfac i, mul_pow]
      linarith
    rw [hpow, le_div_iff₀ (by positivity)]
    rw [← hid] at hsc
    linarith
  refine ⟨hlow, hup, fun h => ?_, fun h => ?_⟩
  · -- no deficit: every weighted square vanishes
    rw [h, mul_zero] at hid
    refine Finset.sum_eq_zero fun i _ => ?_
    have hterm : p i * (√(I i) - √(mean p I)) ^ 2 = 0 :=
      (Finset.sum_eq_zero_iff_of_nonneg
        (fun j _ => mul_nonneg (hp j) (sq_nonneg _))).mp hid.symm i (Finset.mem_univ i)
    rw [hfac i, mul_pow, ← mul_assoc, hterm, zero_mul]
  · rw [h, zero_div] at hup
    exact le_antisymm hup hlow
```

The proof follows the derivation above. `hfac` is the factorisation of $I-J$, and `hlow` reads the sign of $D$ off the identity. Inside `hup`, `hpow` rewrites $J^{3/2}$ as $J\sqrt J$, and `hsc` is the averaged inequality between amplitude scatter and intensity scatter. For the equivalence, a vanishing sum of nonnegative terms forces each term to vanish, which `hterm` records.

Q: I have two doubts about the physics. Where is the true structure factor?

A: It does not appear. The theorem compares $E\sqrt I$ with the root of the mean intensity. That this mean equals $|F|^2$ is the step you supply from the experiment: background, absorption, extinction and scale must have been handled so that no systematic error remains.

Q: And background subtraction can produce negative intensities.

A: Then `hI` fails and the theorem does not apply to those data as they stand. Setting negative values to zero restores nonnegativity but raises the mean, so $J$ is no longer the true intensity. The finite outcome space is a milder idealisation: a detector with a largest possible count fits it, while an ideal Poisson distribution does not.

Q: You also said that weak reflections suffer more. An upper bound that grows as $J$ falls doesn't show that.

A: Agreed, so that claim has its own argument. Compare $I$ with $I+d$, where $d\ge0$ is a constant. The deviations from the mean are identical, and only the strength of the reflection changes. The first step is that the shift brings square roots closer together: for $x,y\ge0$,

$$(\sqrt{x+d}-\sqrt{y+d})^2\le(\sqrt x-\sqrt y)^2.$$

Expanding both sides reduces this to $\sqrt{xy}+d\le\sqrt{(x+d)(y+d)}$. Both sides are nonnegative, and the difference of their squares is

$$(x+d)(y+d)-(\sqrt{xy}+d)^2=d(\sqrt x-\sqrt y)^2\ge0.$$

In the Lean proof, `e` is this last identity, `hle` the inequality between the squares, and `h` the inequality after taking roots.

```lean
/-- Adding the same `d ≥ 0` to two nonnegative intensities does not increase the squared
difference of their amplitudes. -/
theorem sqrt_shift_contracts {x y d : ℝ} (hx : 0 ≤ x) (hy : 0 ≤ y) (hd : 0 ≤ d) :
    (√(x + d) - √(y + d)) ^ 2 ≤ (√x - √y) ^ 2 := by
  have ha := Real.sq_sqrt hx
  have hb := Real.sq_sqrt hy
  have hA := Real.sq_sqrt (add_nonneg hx hd)
  have hB := Real.sq_sqrt (add_nonneg hy hd)
  have e : (√(x + d) * √(y + d)) ^ 2 - (√x * √y + d) ^ 2 = d * (√x - √y) ^ 2 := by
    rw [mul_pow, hA, hB]
    linear_combination (-(√y ^ 2) - d) * ha + (-x - d) * hb
  have hle : (√x * √y + d) ^ 2 ≤ (√(x + d) * √(y + d)) ^ 2 := by
    linarith [mul_nonneg hd (sq_nonneg (√x - √y))]
  have h := (le_abs_self _).trans (abs_le_of_sq_le_sq hle (by positivity))
  nlinarith
```

Set $x=I$ and $y=J$, average, and apply the identity for the deficit to both reflections. With $D(I)$ for the deficit of $I$, this gives

$$\sqrt{J+d}\;D(I+d)\le\sqrt J\;D(I).$$

In the proof, `hm` says that the mean moves by $d$, `h1` and `h2` are the two identities, and `h3` is the averaged contraction.

```lean
/-- If a nonnegative intensity on a finite probability space is raised by a constant `d ≥ 0`,
the product of the deficit and the amplitude of the mean intensity does not increase. -/
theorem deficit_shift {p I : ι → ℝ} (hp : ∀ i, 0 ≤ p i) (hs : ∑ i, p i = 1)
    (hI : ∀ i, 0 ≤ I i) {d : ℝ} (hd : 0 ≤ d) :
    √(mean p I + d) * amplitudeDeficit p (fun i => I i + d)
      ≤ √(mean p I) * amplitudeDeficit p I := by
  have hm : mean p (fun i => I i + d) = mean p I + d := by
    simp only [mean, mul_add, Finset.sum_add_distrib, ← Finset.sum_mul, hs, one_mul]
  have h1 := deficit_identity hp hs hI
  have h2 := deficit_identity hp hs (fun i => add_nonneg (hI i) hd)
  rw [hm] at h2
  have h3 : mean p (fun i => (√(I i + d) - √(mean p I + d)) ^ 2)
      ≤ mean p (fun i => (√(I i) - √(mean p I)) ^ 2) :=
    Finset.sum_le_sum fun i _ => mul_le_mul_of_nonneg_left
      (sqrt_shift_contracts (hI i) (mean_nonneg hp hI) hd) (hp i)
  linarith
```

Q: That is still an inequality between products.

A: Now let $d>0$ and $v\ne0$. A nonnegative intensity that fluctuates has $J>0$, so the main theorem gives $D(I)>0$. Since $\sqrt J<\sqrt{J+d}$,

$$\sqrt{J+d}\;D(I+d)\le\sqrt J\;D(I)<\sqrt{J+d}\;D(I),$$

and dividing by $\sqrt{J+d}$ gives $D(I+d)<D(I)$. The Lean proof establishes `hJ`, `hD` and `hroot` in that order and then cancels the common factor.

```lean
/-- If a nonnegative intensity of nonzero variance on a finite probability space is raised by a
constant `d > 0`, its amplitude deficit becomes strictly smaller. -/
theorem weak_reflections_worse {p I : ι → ℝ} (hp : ∀ i, 0 ≤ p i) (hs : ∑ i, p i = 1)
    (hI : ∀ i, 0 ≤ I i) (hv : variance p I ≠ 0) {d : ℝ} (hd : 0 < d) :
    amplitudeDeficit p (fun i => I i + d) < amplitudeDeficit p I := by
  -- a nonnegative intensity that fluctuates has positive mean
  have hJ : 0 < mean p I := by
    refine lt_of_le_of_ne (mean_nonneg hp hI) fun h0 => hv ?_
    refine Finset.sum_eq_zero fun i _ => ?_
    have hi : p i * I i = 0 :=
      (Finset.sum_eq_zero_iff_of_nonneg
        (fun j _ => mul_nonneg (hp j) (hI j))).mp h0.symm i (Finset.mem_univ i)
    rw [← h0]
    linear_combination I i * hi
  obtain ⟨hlow, -, hiff⟩ := amplitude_bias hp hs hI hJ
  have hD : 0 < amplitudeDeficit p I :=
    lt_of_le_of_ne hlow fun h => hv (hiff.mp h.symm)
  have hroot : √(mean p I) < √(mean p I + d) :=
    Real.sqrt_lt_sqrt hJ.le (by linarith)
  exact lt_of_mul_lt_mul_left
    ((deficit_shift hp hs hI hd.le).trans_lt (mul_lt_mul_of_pos_right hroot hD))
    (Real.sqrt_nonneg _)
```

In the numerical example, adding 15 turns the outcomes into 16 and 64. The variance is still 576, but the deficit falls from 1 to $\sqrt{40}-6\approx0.325$.

Q: Real noise changes with the strength of the reflection.

A: It often does, and the comparison is restricted to the same noise for that reason. If the whole intensity is multiplied by $\lambda>0$, noise included, the deficit is multiplied by $\sqrt\lambda$, so there the weaker reflection has the smaller absolute deficit. "Weak reflections are worse" is therefore a statement about equal fluctuations on different means.

Q: Last question: is the factor $1/2$ merely what the estimate happened to give?

A: No smaller factor works for all nonnegative intensities. Given $0\le c<1/2$, put $s=1/2+c$, so that $0<s<1$. Let the intensity be $0$ with probability $1-s^2$ and $1/s^2$ with probability $s^2$. Then

$$J=1,\qquad v=\frac1{s^2}-1,\qquad E\sqrt I=s,\qquad D=1-s.$$

Hence $D/v=s^2/(1+s)$. This exceeds $c=s-1/2$, because $s^2-(s-\tfrac12)(1+s)=(1-s)/2>0$. Since $J=1$, the bound in the main theorem reads $D\le v/2$, and replacing $1/2$ by $c$ would make it false for this intensity. The bound is a worst case, though, not an estimate of the shortfall. When every outcome differs from $J$ by a small fraction of $J$, expanding the root to second order gives $D\approx v/(8J^{3/2})$, a quarter of the bound; this estimate is not part of the Lean code.

In Lean the two outcomes are the elements of `Fin 2`, and `t` stands for $1/s$. The facts `hm`, `hv` and `hD` compute the mean, the variance and the deficit. The closing lines prove $c(t+1)<s$ and multiply by $t-1>0$, which gives $c(t^2-1)<s(t-1)=1-s$, that is, $cv<D$.

```lean
/-- The factor `1/2` in the upper bound is optimal: for each `0 ≤ c < 1/2` some nonnegative
two-outcome intensity of mean `1` has a deficit above `c` times its variance. -/
theorem half_is_sharp {c : ℝ} (hc0 : 0 ≤ c) (hc : c < 1 / 2) :
    ∃ p I : Fin 2 → ℝ, (∀ i, 0 ≤ p i) ∧ ∑ i, p i = 1 ∧ (∀ i, 0 ≤ I i) ∧
      mean p I = 1 ∧ c * variance p I < amplitudeDeficit p I := by
  obtain ⟨s, hsc⟩ : ∃ s : ℝ, s = 1 / 2 + c := ⟨_, rfl⟩
  have hs0 : 0 < s := by linarith
  have hs1 : s < 1 := by linarith
  obtain ⟨t, ht, hst⟩ : ∃ t : ℝ, 0 < t ∧ s * t = 1 :=
    ⟨s⁻¹, inv_pos.mpr hs0, mul_inv_cancel₀ hs0.ne'⟩
  -- intensity 0 with probability 1 - s², intensity t² = 1/s² with probability s²
  have hm : mean ![1 - s ^ 2, s ^ 2] ![0, t ^ 2] = 1 := by
    simp only [mean, Fin.sum_univ_two, Matrix.cons_val_zero, Matrix.cons_val_one]
    linear_combination (s * t + 1) * hst
  have hv : variance ![1 - s ^ 2, s ^ 2] ![0, t ^ 2] = t ^ 2 - 1 := by
    simp only [variance, hm, Fin.sum_univ_two, Matrix.cons_val_zero, Matrix.cons_val_one]
    linear_combination (t ^ 2 - 2) * (s * t + 1) * hst
  have hD : amplitudeDeficit ![1 - s ^ 2, s ^ 2] ![0, t ^ 2] = 1 - s := by
    rw [amplitudeDeficit, hm]
    simp only [mean, Fin.sum_univ_two, Matrix.cons_val_zero, Matrix.cons_val_one,
      Real.sqrt_zero, Real.sqrt_one, Real.sqrt_sq ht.le]
    linear_combination -s * hst
  refine ⟨![1 - s ^ 2, s ^ 2], ![0, t ^ 2], ?_, ?_, ?_, hm, ?_⟩
  · exact Fin.forall_fin_two.mpr
      ⟨show 0 ≤ 1 - s ^ 2 by nlinarith, show 0 ≤ s ^ 2 from sq_nonneg s⟩
  · simp only [Fin.sum_univ_two, Matrix.cons_val_zero, Matrix.cons_val_one]
    ring
  · exact Fin.forall_fin_two.mpr ⟨le_refl (0 : ℝ), show 0 ≤ t ^ 2 from sq_nonneg t⟩
  · rw [hv, hD]
    have ht1 : 0 < t - 1 := by nlinarith [mul_pos ht (sub_pos.mpr hs1)]
    have h1 : c * (t + 1) < s := by
      refine lt_of_mul_lt_mul_left ?_ hs0.le
      have e : s * (c * (t + 1)) = c * (1 + s) := by linear_combination c * hst
      have hc' : c = s - 1 / 2 := by linarith
      rw [e, hc']
      nlinarith
    have h2 := mul_lt_mul_of_pos_left h1 ht1
    nlinarith

end

end DiffractionAmplitudeBias
```

```lean
#print axioms DiffractionAmplitudeBias.mean_nonneg
#print axioms DiffractionAmplitudeBias.weak_reflections_worse
#print axioms DiffractionAmplitudeBias.half_is_sharp
```

```
'DiffractionAmplitudeBias.mean_nonneg' depends on axioms: [propext, Classical.choice, Quot.sound]
'DiffractionAmplitudeBias.weak_reflections_worse' depends on axioms: [propext, Classical.choice, Quot.sound]
'DiffractionAmplitudeBias.half_is_sharp' depends on axioms: [propext, Classical.choice, Quot.sound]
```
